# A sum over permutations that move a given particle, split by which particle takes its place

Take a finite set of particles, a subset `S`, a particle `k` outside `S`, and any complex-valued function `g` of the particles' permutations. The declaration `sum_moving` says that the sum of `g` over the permutations that fix every particle of `S` but move `k` equals a double sum of `g (ρ * swap k j)`, where `j` runs over the particles outside `S` other than `k`, and `ρ` over the permutations that fix `k` and all of `S`. Nothing is assumed about a Hamiltonian, a state or the particles' statistics. The proof matches the terms of the two sums one to one: a permutation `σ` goes to the pair made of the particle `j` that `σ` sends to `k` and the permutation `σ * swap k j`, and a pair `(j, ρ)` goes back to `ρ * swap k j`.

Lean 4 with Mathlib refuses this proof:

```lean
import Mathlib

open Finset
open Equiv (Perm swap)
open scoped ComplexOrder

namespace SumMoving

variable {n m : Type*} [Fintype n] [DecidableEq n] [Fintype m]

/-- The permutations that leave every particle of the set `S` in place. -/
def fixing (S : Finset n) : Finset (Perm n) :=
  univ.filter fun σ => ∀ i ∈ S, σ i = i

/-- A permutation belongs to `fixing S` exactly when it fixes each particle of `S`. -/
theorem mem_fixing {S : Finset n} {σ : Perm n} : σ ∈ fixing S ↔ ∀ i ∈ S, σ i = i := by
  simp [fixing]

/-- If `k` is not in `S`, the sum of `g` over the permutations that fix `S` and move `k` equals its
sum over all pairs of a particle `j` outside `S` and different from `k` and a permutation `ρ` fixing
`k` and `S`, with `g` taken at the swap of `k` and `j` followed by `ρ`. -/
theorem sum_moving {S : Finset n} {k : n} (hk : k ∉ S) (g : Perm n → ℂ) :
    ∑ σ ∈ (fixing S).filter (fun σ => ¬ σ k = k), g σ
      = ∑ j ∈ (insert k S)ᶜ, ∑ ρ ∈ fixing (insert k S), g (ρ * swap k j) := by
  rw [← sum_product']
  refine sum_nbij' (fun σ => (σ.symm k, σ * swap k (σ.symm k)))
    (fun p => p.2 * swap k p.1) ?_ ?_ ?_ ?_ ?_
  · intro σ hσ
    simp only [mem_filter, mem_fixing] at hσ
    have h1 : σ.symm k ≠ k := fun h => hσ.2 (σ.symm_apply_eq.1 h).symm
    have h2 : σ.symm k ∉ S := fun h => by
      have e := hσ.1 _ h
      rw [Equiv.apply_symm_apply] at e
      rw [← e] at h
      exact hk h
    refine mem_product.2 ⟨mem_compl.2 fun h => (mem_insert.1 h).elim h1 h2,
      mem_fixing.2 fun i hi => ?_⟩
    show σ (swap k (σ.symm k) i) = i
    rcases mem_insert.1 hi with h | h
    · rw [h, Equiv.swap_apply_left, Equiv.apply_symm_apply]
    · rw [Equiv.swap_apply_of_ne_of_ne (fun e => hk (e ▸ h)) (fun e => h2 (e ▸ h)), hσ.1 i h]
  · rintro ⟨j, ρ⟩ hp
    simp only [mem_product, mem_compl, mem_insert, not_or, mem_fixing] at hp
    obtain ⟨⟨hjk, hjS⟩, hρ⟩ := hp
    refine mem_filter.2 ⟨mem_fixing.2 fun i hi => ?_, fun h => ?_⟩
    · show ρ (swap k j i) = i
      rw [Equiv.swap_apply_of_ne_of_ne (fun e => hk (e ▸ hi)) (fun e => hjS (e ▸ hi)),
        hρ i (Or.inr hi)]
    · have h' : ρ (swap k j k) = k := h
      rw [Equiv.swap_apply_left] at h'
      exact hjk (ρ.injective (h'.trans (hρ k (Or.inl rfl)).symm))
  · intro σ _
    show σ * swap k (σ.symm k) * swap k (σ.symm k) = σ
    rw [mul_assoc, Equiv.swap_mul_self, mul_one]
  · rintro ⟨j, ρ⟩ hp
    have hρ := mem_fixing.1 (mem_product.1 hp).2 k (mem_insert_self k S)
    have e : (ρ * swap k j).symm k = j := by
      refine (Equiv.symm_apply_eq _).2 ?_
      show k = ρ (swap k j j)
      rw [Equiv.swap_apply_right]
      exact hρ.symm
    show ((ρ * swap k j).symm k, ρ * swap k j * swap k ((ρ * swap k j).symm k)) = (j, ρ)
    rw [e, mul_assoc, Equiv.swap_mul_self, mul_one]
  · intro σ _
    show g σ = g (σ * swap k (σ.symm k) * swap k (σ.symm k))
    rw [mul_assoc, Equiv.swap_mul_self, mul_one]

end SumMoving
```

Lean reports:

```
Main.lean:41:53: error: invalid `▸` notation, expected result type of cast is 
  k ∈ S
however, the equality 
  e
of type 
  ?m.239 = ?m.237
does not contain the expected result type on either the left or the right hand side
Main.lean:41:75: error: invalid `▸` notation, expected result type of cast is 
  (Equiv.symm σ) k ∈ S
however, the equality 
  e
of type 
  ?m.239 = ?m.238
does not contain the expected result type on either the left or the right hand side
Main.lean:47:53: error: invalid `▸` notation, expected result type of cast is 
  k ∈ S
however, the equality 
  e
of type 
  ?m.305 = ?m.303
does not contain the expected result type on either the left or the right hand side
Main.lean:47:77: error: invalid `▸` notation, expected result type of cast is 
  j ∈ S
however, the equality 
  e
of type 
  ?m.305 = ?m.304
does not contain the expected result type on either the left or the right hand side
```

Diagnosis. All four errors have one cause. `Equiv.swap_apply_of_ne_of_ne` says that a swap leaves a third element alone, given two proofs that this element differs from the swapped ones. Inside `rw`, Lean elaborates the lemma with its arguments before matching it against the goal, so the three elements are still unknown. Each hypothesis `e` therefore has a type such as `?m.239 = ?m.237`, an equation between two placeholders. The notation `▸` has to rewrite with `e` to reach `k ∈ S`, `σ.symm k ∈ S` or `j ∈ S`, and it finds neither side of `e` there.

The repair proves the inequalities beforehand, as `hik` and `hij`, with their types written out. Now `e` is a definite equation such as `i = k`, and `rwa [e] at h` (or `at hi`) turns `i ∈ S` into the membership that `hk`, `h2` or `hjS` refutes. The `rw` then receives finished proofs, which also tell it which swap and which element are meant. The cure lies in the stated types; `rwa` does the job meant for `▸`.

This version goes through:

```diff
@@ -39,5 +39,7 @@
     rcases mem_insert.1 hi with h | h
     · rw [h, Equiv.swap_apply_left, Equiv.apply_symm_apply]
-    · rw [Equiv.swap_apply_of_ne_of_ne (fun e => hk (e ▸ h)) (fun e => h2 (e ▸ h)), hσ.1 i h]
+    · have hik : i ≠ k := fun e : i = k => hk (by rwa [e] at h)
+      have hij : i ≠ σ.symm k := fun e : i = σ.symm k => h2 (by rwa [e] at h)
+      rw [Equiv.swap_apply_of_ne_of_ne hik hij, hσ.1 i h]
   · rintro ⟨j, ρ⟩ hp
     simp only [mem_product, mem_compl, mem_insert, not_or, mem_fixing] at hp
@@ -45,6 +47,7 @@
     refine mem_filter.2 ⟨mem_fixing.2 fun i hi => ?_, fun h => ?_⟩
     · show ρ (swap k j i) = i
-      rw [Equiv.swap_apply_of_ne_of_ne (fun e => hk (e ▸ hi)) (fun e => hjS (e ▸ hi)),
-        hρ i (Or.inr hi)]
+      have hik : i ≠ k := fun e : i = k => hk (by rwa [e] at hi)
+      have hij : i ≠ j := fun e : i = j => hjS (by rwa [e] at hi)
+      rw [Equiv.swap_apply_of_ne_of_ne hik hij, hρ i (Or.inr hi)]
     · have h' : ρ (swap k j k) = k := h
       rw [Equiv.swap_apply_left] at h'
```
